# In an alternating point-charge chain, the core shift kq − 2q log 2/a of a positive site lies strictly between 0 and kq exactly when k > 2 log 2/a

The potential at a site of an infinite alternating chain is fixed here as the limit of finite clusters that grow by complete shells, each made of one neighbour on the right and one on the left. An order of summation is needed because the series converges only conditionally: its terms fall off as 1/n, and a rearranged sum can tend to another value.

## The limit and its threshold

Site j, an integer, sits at position a·j and carries the charge

c(j) = q (−1)^j,

with spacing a > 0. Let V(m, N) be the potential at site m due to its first N shells, in Gaussian units, so that a charge c at distance r contributes c/r. The charge-potential model then writes the core-level shift, meaning the change in the binding energy of a core electron per elementary charge, relative to the same atom with zero charge and no potential from neighbours, as

D(m, N) = k c(m) + V(m, N).

The constant k is postulated and taken to be the same at every site. It stands for the interaction between a core electron and the valence charge on its own atom: removing valence charge from the atom binds the core level more strongly, by k per unit of charge. The potential of the neighbours works against this, because the nearest ones carry the opposite charge and contribute most.

For q > 0 and N → ∞, the shift at site zero satisfies

D(0, N) → kq − 2q log 2/a,

and

0 < kq − 2q log 2/a < kq  if and only if  k > 2 log 2/a.

If 1/k is read as an effective radius of the valence shell, the condition says that this radius is smaller than about 0.72 a. Below the threshold the neighbours win, and the positive site has a negative shift.

## A reference value for lattice sums and site-charge models

A PAW or ultrasoft calculation can obtain core-level shifts without this formula, for example from the self-consistent potential of the initial state or from total-energy differences with a core hole. The charge-potential formula can enter afterwards, when those shifts are compared with site charges, and the present result gives its exact value for fixed, unscreened point charges on a straight chain. A routine that computes site potentials of such a chain can be tested against −2q log 2/a at the sites of charge q.

The result also shows what truncation does. At a positive site, odd numbers of shells give a potential at or below the limit and even numbers give one at or above it. The error after N shells is therefore at most the contribution of the next shell, 2q/(a(N + 1)). Near the threshold this can change the sign of the shift. With q = a = 1 and k = 1.5 the limit is about 0.114, but one shell gives −0.5, two give 0.5 and three give about −0.167.

In units where the Coulomb energy carries a prefactor, as with eV and Å, that prefactor multiplies both the potential and the threshold for k.

## From neighbour shells to log 2

Number the shells n = 0, 1, 2, …, so that shell n holds the sites m + (n + 1) and m − (n + 1). Since (−1)^(−(n+1)) = (−1)^(n+1), both carry the same charge:

c(m ± (n + 1)) = q (−1)^m (−1)^(n+1) = −(−1)^n c(m).

Both lie at distance a(n + 1). The shell contributes −2(−1)^n c(m)/(a(n + 1)), and the sum over n = 0, …, N − 1 is

V(m, N) = −(2c(m)/a) S(N),

S(N) = Σ_{n=0}^{N−1} (−1)^n/(n + 1).

At site zero this is a partial sum of 2q Σ_{n≥1} (−1)^n/(na), with the index moved by one.

To find the limit of S(N), take an even number of terms. Let H(N) = 1 + 1/2 + … + 1/N, with H(0) = 0. Writing all terms with a plus sign and then subtracting the even-denominator terms twice gives

S(2N) = H(2N) − 2(1/2 + 1/4 + … + 1/(2N)) = H(2N) − H(N).

For N ≥ 1 this can be arranged as

S(2N) = [H(2N) − log(2N)] − [H(N) − log N] + log 2.

Both brackets tend to the Euler constant, so S(2N) → log 2. The terms 1/(n + 1) decrease to zero, so the alternating series test says that the full sequence S(N) converges. Its limit must agree with that of the even subsequence, and hence S(N) → log 2. It follows that

V(m, N) → −(2c(m)/a) log 2.

Because the terms decrease, the partial sums also enclose the limit:

S(2j) ≤ log 2 ≤ S(2j + 1).

Multiplication by −2q/a, with q > 0, reverses the inequalities and gives the odd-even rule for the potential at site zero.

Since c(0) = q, the limiting core shift there is

kq − 2q log 2/a = q(k − 2 log 2/a).

It is below kq for every k, because 2q log 2/a > 0. It is positive exactly when the bracket on the right is positive, because q > 0. This is the stated equivalence.

Adjacent sites have c(m + 1) = −c(m), so their limiting shifts are opposite, and

D(m, N) − D(m + 1, N) → 2(k − 2 log 2/a) c(m).

The difference between the shifts of the two sublattices thus vanishes at the threshold and changes sign there. This relies on the common value of k. If the sublattices hold different elements, their values of k and their reference levels differ, and the result doesn't say that their core levels coincide.

## The Lean file

```lean
import Mathlib

open Filter Topology Finset

namespace AlternatingChainCoreShift

noncomputable section

/-- The charge `q (-1)^j` on site `j` of the alternating chain. -/
def siteCharge (q : ℝ) (j : ℤ) : ℝ := q * (-1 : ℝ) ^ j

/-- The Coulomb potential (Gaussian units) at site `m` due to the charge on site `j`,
where site `j` sits at position `a * j`. -/
def pairPotential (q a : ℝ) (m j : ℤ) : ℝ :=
  siteCharge q j / |a * (j : ℝ) - a * (m : ℝ)|

/-- The potential at site `m` due to its first `N` shells of neighbours, each shell holding
one site on the right and one on the left. -/
def clusterPotential (q a : ℝ) (m : ℤ) (N : ℕ) : ℝ :=
  ∑ n ∈ range N, (pairPotential q a m (m + ((n : ℤ) + 1))
    + pairPotential q a m (m - ((n : ℤ) + 1)))

/-- The charge-potential core shift of site `m` in a cluster of `N` shells: `k` times the
charge of the site plus the potential of its neighbours. -/
def coreShift (k q a : ℝ) (m : ℤ) (N : ℕ) : ℝ :=
  k * siteCharge q m + clusterPotential q a m N

/-- The sites `m + (n + 1)` and `m - (n + 1)` both carry the charge of site `m` times `-(-1)^n`. -/
theorem siteCharge_neighbours (q : ℝ) (m : ℤ) (n : ℕ) :
    siteCharge q (m + ((n : ℤ) + 1)) = -(-1 : ℝ) ^ n * siteCharge q m ∧
    siteCharge q (m - ((n : ℤ) + 1)) = -(-1 : ℝ) ^ n * siteCharge q m := by
  have h0 : (-1 : ℝ) ≠ 0 := by norm_num
  unfold siteCharge
  rw [zpow_sub₀ h0, zpow_add₀ h0 m, zpow_add₀ h0 (n : ℤ), zpow_natCast, zpow_one]
  rcases neg_one_pow_eq_or ℝ n with h | h <;> rw [h] <;> constructor <;> ring

/-- The cluster potential is `-2/a` times the charge of the central site times a partial sum
of the alternating harmonic series. -/
theorem clusterPotential_eq (q : ℝ) {a : ℝ} (ha : 0 < a) (m : ℤ) (N : ℕ) :
    clusterPotential q a m N =
      -(2 * siteCharge q m / a) * ∑ n ∈ range N, (-1 : ℝ) ^ n * (1 / ((n : ℝ) + 1)) := by
  unfold clusterPotential
  rw [mul_sum]
  refine sum_congr rfl fun n _ => ?_
  have hpos : 0 < a * ((n : ℝ) + 1) := by positivity
  -- both neighbours of the shell are at distance `a (n + 1)`
  have hr : |a * ((m + ((n : ℤ) + 1) : ℤ) : ℝ) - a * (m : ℝ)| = a * ((n : ℝ) + 1) := by
    push_cast
    rw [show a * ((m : ℝ) + ((n : ℝ) + 1)) - a * (m : ℝ) = a * ((n : ℝ) + 1) by ring,
      abs_of_pos hpos]
  have hl : |a * ((m - ((n : ℤ) + 1) : ℤ) : ℝ) - a * (m : ℝ)| = a * ((n : ℝ) + 1) := by
    push_cast
    rw [show a * ((m : ℝ) - ((n : ℝ) + 1)) - a * (m : ℝ) = -(a * ((n : ℝ) + 1)) by ring,
      abs_neg, abs_of_pos hpos]
  unfold pairPotential
  rw [hr, hl, (siteCharge_neighbours q m n).1, (siteCharge_neighbours q m n).2]
  have hn : (n : ℝ) + 1 ≠ 0 := by positivity
  have ha' : a ≠ 0 := ha.ne'
  field_simp
  try ring

/-- An even partial sum of the alternating harmonic series is a difference of two
harmonic numbers. -/
theorem even_partial_sum (N : ℕ) :
    ∑ n ∈ range (2 * N), (-1 : ℝ) ^ n * (1 / ((n : ℝ) + 1)) =
      (harmonic (2 * N) : ℝ) - (harmonic N : ℝ) := by
  induction N with
  | zero => simp
  | succ N ih =>
    have e1 : (-1 : ℝ) ^ (2 * N) = 1 := by simp [pow_mul]
    have e2 : (-1 : ℝ) ^ (2 * N + 1) = -1 := by rw [pow_succ, e1]; norm_num
    rw [show 2 * (N + 1) = 2 * N + 1 + 1 by ring, sum_range_succ, sum_range_succ, ih,
      harmonic_succ, harmonic_succ, harmonic_succ, e1, e2]
    push_cast
    field_simp
    ring

private theorem antitone_inv : Antitone (fun n : ℕ => 1 / ((n : ℝ) + 1)) := by
  intro i j h
  have h' : (i : ℝ) ≤ j := by exact_mod_cast h
  exact one_div_le_one_div_of_le (by positivity) (by linarith)

/-- The alternating harmonic series `1 - 1/2 + 1/3 - ...` converges to `log 2`. -/
theorem tendsto_alternating_harmonic :
    Tendsto (fun N : ℕ => ∑ n ∈ range N, (-1 : ℝ) ^ n * (1 / ((n : ℝ) + 1)))
      atTop (𝓝 (Real.log 2)) := by
  -- the alternating series test gives some limit `l`
  obtain ⟨l, hl⟩ := cauchySeq_tendsto_of_complete
    (antitone_inv.cauchySeq_alternating_series_of_tendsto_zero
      tendsto_one_div_add_atTop_nhds_zero_nat)
  have h2 : Tendsto (fun N : ℕ => 2 * N) atTop atTop :=
    tendsto_atTop_mono (fun N => show N ≤ 2 * N by omega) tendsto_id
  -- the even partial sums tend to `log 2`, since the Euler constants cancel
  have hE : Tendsto (fun N : ℕ => ∑ n ∈ range (2 * N), (-1 : ℝ) ^ n * (1 / ((n : ℝ) + 1)))
      atTop (𝓝 (Real.log 2)) := by
    have h := ((Real.tendsto_harmonic_sub_log.comp h2).sub
      Real.tendsto_harmonic_sub_log).add_const (Real.log 2)
    rw [sub_self, zero_add] at h
    refine h.congr' ?_
    filter_upwards [eventually_gt_atTop 0] with N hN
    have hN' : (N : ℝ) ≠ 0 := by exact_mod_cast hN.ne'
    have hlog : Real.log ((2 * N : ℕ) : ℝ) = Real.log 2 + Real.log N := by
      push_cast
      exact Real.log_mul two_ne_zero hN'
    simp only [Function.comp_apply]
    rw [even_partial_sum N, hlog]
    ring
  have hl2 := hl.comp h2
  rwa [tendsto_nhds_unique hl2 hE] at hl

/-- At every site `m` the potential of the alternating chain converges, shell by shell, to
`-2 log 2 / a` times the charge of that site. -/
theorem tendsto_clusterPotential (q : ℝ) {a : ℝ} (ha : 0 < a) (m : ℤ) :
    Tendsto (clusterPotential q a m) atTop
      (𝓝 (-(2 * siteCharge q m / a) * Real.log 2)) :=
  (tendsto_alternating_harmonic.const_mul _).congr
    fun N => (clusterPotential_eq q ha m N).symm

/-- At site zero, with `q > 0`, clusters with an odd number of shells give a potential at or
below the limit `-2 q log 2 / a`, and clusters with an even number one at or above it. -/
theorem clusterPotential_bracket {q a : ℝ} (hq : 0 < q) (ha : 0 < a) (j : ℕ) :
    clusterPotential q a 0 (2 * j + 1) ≤ -(2 * q * Real.log 2 / a) ∧
    -(2 * q * Real.log 2 / a) ≤ clusterPotential q a 0 (2 * j) := by
  have hc : 0 ≤ 2 * q / a := by positivity
  have h1 := mul_le_mul_of_nonneg_left
    (antitone_inv.alternating_series_le_tendsto tendsto_alternating_harmonic j) hc
  have h2 := mul_le_mul_of_nonneg_left
    (antitone_inv.tendsto_le_alternating_series tendsto_alternating_harmonic j) hc
  have h0 : siteCharge q 0 = q := by simp [siteCharge]
  have e : 2 * q * Real.log 2 / a = 2 * q / a * Real.log 2 := by ring
  rw [clusterPotential_eq q ha, clusterPotential_eq q ha, h0, e, neg_mul, neg_mul]
  exact ⟨neg_le_neg h2, neg_le_neg h1⟩

/-- For `q > 0` and `a > 0`, the core shift at site zero converges to `k q - 2 q log 2 / a`, and
this limit lies strictly between `0` and `k q` exactly when `k > 2 log 2 / a`. -/
theorem core_shift_between_iff (k : ℝ) {q a : ℝ} (hq : 0 < q) (ha : 0 < a) :
    Tendsto (coreShift k q a 0) atTop (𝓝 (k * q - 2 * q * Real.log 2 / a)) ∧
    ((0 < k * q - 2 * q * Real.log 2 / a ∧ k * q - 2 * q * Real.log 2 / a < k * q) ↔
      2 * Real.log 2 / a < k) := by
  have e : k * q - 2 * q * Real.log 2 / a = q * (k - 2 * Real.log 2 / a) := by ring
  refine ⟨?_, ?_, ?_⟩
  · have h := (tendsto_clusterPotential q ha 0).const_add (k * siteCharge q 0)
    have h0 : siteCharge q 0 = q := by simp [siteCharge]
    have e' : k * siteCharge q 0 + -(2 * siteCharge q 0 / a) * Real.log 2
        = k * q - 2 * q * Real.log 2 / a := by rw [h0]; ring
    rw [e'] at h
    exact h
  · rintro ⟨hpos, _⟩
    rw [e] at hpos
    have := (mul_pos_iff_of_pos_left hq).1 hpos
    linarith
  · intro hk
    have hV : 0 < 2 * q * Real.log 2 / a :=
      div_pos (mul_pos (by linarith) (Real.log_pos one_lt_two)) ha
    exact ⟨by rw [e]; exact mul_pos hq (by linarith), by linarith⟩

/-- The difference between the core shifts of adjacent sites `m` and `m + 1` converges to
`2 (k - 2 log 2 / a)` times the charge of site `m`. -/
theorem tendsto_sublattice_splitting (k q : ℝ) {a : ℝ} (ha : 0 < a) (m : ℤ) :
    Tendsto (fun N => coreShift k q a m N - coreShift k q a (m + 1) N) atTop
      (𝓝 (2 * (k - 2 * Real.log 2 / a) * siteCharge q m)) := by
  have h := ((tendsto_clusterPotential q ha m).const_add (k * siteCharge q m)).sub
    ((tendsto_clusterPotential q ha (m + 1)).const_add (k * siteCharge q (m + 1)))
  -- adjacent sites carry opposite charges
  have hs : siteCharge q (m + 1) = -siteCharge q m := by
    have h1 := (siteCharge_neighbours q m 0).1
    simpa using h1
  have e : k * siteCharge q m + -(2 * siteCharge q m / a) * Real.log 2
      - (k * siteCharge q (m + 1) + -(2 * siteCharge q (m + 1) / a) * Real.log 2)
      = 2 * (k - 2 * Real.log 2 / a) * siteCharge q m := by rw [hs]; ring
  rw [e] at h
  exact h

end

end AlternatingChainCoreShift
```

```lean
#print axioms AlternatingChainCoreShift.clusterPotential_bracket
#print axioms AlternatingChainCoreShift.core_shift_between_iff
#print axioms AlternatingChainCoreShift.tendsto_sublattice_splitting
```

```
'AlternatingChainCoreShift.clusterPotential_bracket' depends on axioms: [propext, Classical.choice, Quot.sound]
'AlternatingChainCoreShift.core_shift_between_iff' depends on axioms: [propext, Classical.choice, Quot.sound]
'AlternatingChainCoreShift.tendsto_sublattice_splitting' depends on axioms: [propext, Classical.choice, Quot.sound]
```

## How the statements encode the chain

`siteCharge q j` is c(j), with an integer exponent so that sites to the left of the origin are included. `pairPotential` divides the charge by the absolute difference of two positions. `clusterPotential q a m N` is V(m, N); its shells start at distance a, so the site's own charge never enters the sum. `coreShift k q a m N` is D(m, N).

A statement of the form `Tendsto … atTop (𝓝 x)` says that the quantity tends to x as the number of shells grows. `core_shift_between_iff` takes q > 0, a > 0 and any real k, and states both the convergence at site zero and the equivalence. The inequalities concern the limit: with N = 0 the shift is exactly kq, and the numerical example above shows that a small cluster can fall below zero. `tendsto_clusterPotential` and `tendsto_sublattice_splitting` hold at every site and for every real q.

The condition q > 0 matters for the order of the inequalities. With q = −1, a = 1 and k = 2, the threshold condition holds, since 2 > 2 log 2 ≈ 1.386. The limiting shift is about −0.614 and kq is −2, so the shift is neither positive nor below kq. At a negative site the interval has to be read from kq up to 0.

A mistake that would spoil the formal statement is to write the potential with Lean's infinite sum `∑'`. That sum requires unconditional convergence, which fails here because the harmonic series diverges, and Lean then assigns it the value 0. The neighbours would disappear from the core shift without any error message. The limit of `clusterPotential` avoids this.

## How the proof follows the derivation

`siteCharge_neighbours` proves the sign rule for the two sites of a shell. It splits the integer powers and then treats the cases (−1)^n = 1 and (−1)^n = −1 separately. `clusterPotential_eq` works shell by shell: `hr` and `hl` show that the right and left distances both equal a(n + 1), and the algebra that follows extracts the prefactor −2c(m)/a.

`even_partial_sum` proves S(2N) = H(2N) − H(N) by induction, where the derivation above regroups terms. Going from N to N + 1 adds 1/(2N + 1) − 1/(2N + 2) on the left. On the right it adds 1/(2N + 1) + 1/(2N + 2) − 1/(N + 1), which is the same number.

`antitone_inv` supplies the decrease of 1/(n + 1). In `tendsto_alternating_harmonic`, the alternating series test first gives an unnamed limit `l`. The step `hE` shows that the even partial sums tend to log 2, using Mathlib's limit for H(N) − log N twice so that the Euler constants cancel. `tendsto_nhds_unique` then identifies `l` with log 2. `tendsto_clusterPotential` multiplies this limit by the prefactor.

`clusterPotential_bracket` takes the two enclosing inequalities from Mathlib, multiplies them by 2q/a and changes their sign. `core_shift_between_iff` has three parts: the limit, the step from the inequalities to the threshold, and the converse. The second and third use the factorised form q(k − 2 log 2/a), as in the derivation. `tendsto_sublattice_splitting` subtracts the limits of two neighbouring sites and inserts c(m + 1) = −c(m).

## Static charges without screening

The charges are given numbers, equal in size on all sites, and they don't respond to the potential or to a core hole. There is no dielectric screening, no relaxation of the final state and no spread of the charge around a site. The model's form, k times the charge plus the potential, is a definition in the file; it isn't derived from a Kohn–Sham or PAW Hamiltonian, and no value of k is computed. The constant 2 log 2 belongs to the straight, evenly spaced chain, and other lattices need their own sums.
